# For a concave energy in finite dimension, a quadratic penalty makes the optimal potential a unique, $1/\varepsilon$-Lipschitz function of the density

Put one electron on two sites with site energies $v$ and $-v$ and hopping $-1$. Its ground-state energy is $E(v)=-\sqrt{1+v^2}$, and $n$ is the difference of the two occupations. Recovering $v$ from $n$ by maximising $E(v)-vn$ gives $v=-n/\sqrt{1-n^2}$, which diverges as $|n|\to1$. At $|n|=1$ the supremum is finite but not attained, and for $|n|>1$ it is infinite. A small error in the density can therefore cause an arbitrarily large error in the potential, or leave no potential at all.

Subtracting $\frac{\varepsilon}{2}\|v\|^2$ with $\varepsilon>0$ cures this. For a concave energy on a finite grid or in a finite basis, a density error of norm $\delta$ then moves the optimal potential by at most $\delta/\varepsilon$, which bears on the numerical inversion of densities to potentials.

## Potentials and densities share one inner-product space

Let $V$ be a real inner-product space containing both potentials $v,w$ and densities $m,n$. The pairing $\langle v,n\rangle$ stands for $\int vn$, with any grid weights included in the inner product. Write

$$J_n(v)=E(v)-\tfrac{\varepsilon}{2}\|v\|^2-\langle v,n\rangle,\qquad F(n)=\sup_v J_n(v).$$

```lean
import Mathlib

open Set
open scoped InnerProductSpace

namespace RegularizedLiebFunctional

variable {V : Type*} [NormedAddCommGroup V] [InnerProductSpace ℝ V]
variable {E : V → ℝ} {ε : ℝ} {m n v w : V}
```

In Lean, $J_n(v)$ is `objective E ε n v`.

```lean
/-- The regularised Lieb objective `E(v) - (ε/2)‖v‖² - ⟨v, n⟩` of a trial potential `v`
at the density `n`. -/
noncomputable def objective (E : V → ℝ) (ε : ℝ) (n v : V) : ℝ :=
  E v - ε / 2 * ‖v‖ ^ 2 - ⟪v, n⟫_ℝ
```

"$v$ maximises $J_n$" is `IsOptimal E ε n v`.

```lean
/-- The potential `v` maximises the regularised Lieb objective at the density `n`. -/
def IsOptimal (E : V → ℝ) (ε : ℝ) (n v : V) : Prop :=
  ∀ w, objective E ε n w ≤ objective E ε n v
```

$F$ is `universalF E ε`.

```lean
/-- The regularised universal functional: the supremum of the objective over all potentials when the
objective is bounded above (otherwise Lean's real-valued `⨆` returns 0). -/
noncomputable def universalF (E : V → ℝ) (ε : ℝ) (n : V) : ℝ :=
  ⨆ v, objective E ε n v
```

Densities are arbitrary vectors, with neither positivity nor normalisation imposed. Lieb's functional is the case $\varepsilon=0$ on infinite-dimensional function spaces; the $F$ studied here is a regularised, finite-dimensional relative.

The derivation uses the inner product through the expansion of $\|(1-t)v+tw\|^2$. With another norm, uniqueness can fail: for $E=0$, $n=(1,0)$ and the maximum norm on $\mathbb R^2$, every $v=(-1/\varepsilon,s)$ with $|s|\le1/\varepsilon$ is optimal.

## Concavity of the energy

A ground-state energy is an infimum of expectation values, each affine in the potential, so it is concave. The file assumes this as `ConcaveOn ℝ univ E` and contains no Hamiltonian.

Let $v$ be optimal at $n$, let $w$ be any trial potential, and take $0<t<1$. Concavity and

$$\|(1-t)v+tw\|^2=(1-t)\|v\|^2+t\|w\|^2-t(1-t)\|w-v\|^2$$

give

$$J_n(v)\ge J_n((1-t)v+tw)\ge(1-t)J_n(v)+tJ_n(w)+\tfrac{\varepsilon}{2}t(1-t)\|w-v\|^2.$$

Subtract $(1-t)J_n(v)$, divide by $t$ and let $t\to0$:

$$J_n(w)+\tfrac{\varepsilon}{2}\|w-v\|^2\le J_n(v).$$

The Lean proof has the segment inequality as `key`. In place of the limit, it assumes the conclusion false and picks one explicit small $t$ that gives a contradiction.

```lean
/-- For a concave energy, the objective lies below its maximum by at least `ε/2` times the
squared distance from an optimal potential. -/
theorem quadratic_falloff (hE : ConcaveOn ℝ univ E) (h : IsOptimal E ε n v) (w : V) :
    objective E ε n w + ε / 2 * ‖w - v‖ ^ 2 ≤ objective E ε n v := by
  by_contra hcon
  have hlt := not_le.mp hcon
  have hw := h w
  obtain ⟨c, hc⟩ : ∃ c, c = ε / 2 * ‖w - v‖ ^ 2 := ⟨_, rfl⟩
  rw [← hc] at hlt
  -- compare the maximum with the objective on the segment from v to w
  have key : ∀ t : ℝ, 0 < t → t < 1 →
      t * (objective E ε n w - objective E ε n v) + t * (1 - t) * c ≤ 0 := by
    intro t ht0 ht1
    have h1 := hE.2 (mem_univ v) (mem_univ w) (sub_nonneg.2 ht1.le) ht0.le (by ring)
    have h2 := h ((1 - t) • v + t • w)
    have h3 : ‖(1 - t) • v + t • w‖ ^ 2
        = (1 - t) * ‖v‖ ^ 2 + t * ‖w‖ ^ 2 - t * (1 - t) * ‖w - v‖ ^ 2 := by
      simp only [norm_add_sq_real, norm_sub_sq_real, norm_smul, mul_pow, Real.norm_eq_abs,
        sq_abs, real_inner_smul_left, real_inner_smul_right]
      rw [real_inner_comm v w]
      ring
    have h4 : ⟪(1 - t) • v + t • w, n⟫_ℝ = (1 - t) * ⟪v, n⟫_ℝ + t * ⟪w, n⟫_ℝ := by
      rw [inner_add_left, real_inner_smul_left, real_inner_smul_left]
    simp only [smul_eq_mul] at h1
    simp only [objective] at h2 ⊢
    rw [h3, h4] at h2
    rw [hc]
    linarith
  have hs : 0 < objective E ε n w + c - objective E ε n v := by linarith
  have hc0 : 0 < c := by linarith
  -- a short enough step along the segment contradicts optimality
  obtain ⟨t, ht0, ht1, htc⟩ : ∃ t : ℝ, 0 < t ∧ t < 1 ∧
      t * c = (objective E ε n w + c - objective E ε n v) / 2 := by
    refine ⟨(objective E ε n w + c - objective E ε n v) / (2 * c),
      div_pos hs (by linarith), ?_, ?_⟩
    · rw [div_lt_one (by linarith)]
      linarith
    · field_simp
  have hk := key t ht0 ht1
  have he : t * (objective E ε n w - objective E ε n v) + t * (1 - t) * c
      = t * ((objective E ε n w + c - objective E ε n v) / 2) := by
    linear_combination (-t) * htc
  have hp := mul_pos ht0 (half_pos hs)
  linarith
```

Expanding the squares yields the identity

$$J_n(w)+\tfrac{\varepsilon}{2}\|w-v\|^2-J_n(v)=E(w)-E(v)-\langle w-v,n+\varepsilon v\rangle.$$

By the quadratic estimate, the left side is nonpositive for all $w$ if $v$ is optimal. Conversely, if the right side is nonpositive for all $w$ and $\varepsilon\ge0$, then $J_n(w)\le J_n(v)$. So $v$ is optimal exactly when $n+\varepsilon v$ is a supergradient of $E$ at $v$. When $E$ is the lowest eigenvalue of a finite Hamiltonian that the potential enters linearly, through its pairing with the density, supergradients are ensemble ground-state densities. The potential $v$ found for $n$ then has $n+\varepsilon v$ as such a density; $n$ itself need not be one.

```lean
/-- For a concave energy and `ε ≥ 0`, a potential `v` is optimal at `n` exactly when the shifted
density `n + ε v` is a supergradient of the energy at `v`. -/
theorem isOptimal_iff_supergradient (hE : ConcaveOn ℝ univ E) (hε : 0 ≤ ε) :
    IsOptimal E ε n v ↔ ∀ w, E w ≤ E v + ⟪w - v, n + ε • v⟫_ℝ := by
  have key : ∀ w, objective E ε n w + ε / 2 * ‖w - v‖ ^ 2 - objective E ε n v
      = E w - E v - ⟪w - v, n + ε • v⟫_ℝ := by
    intro w
    simp only [objective, norm_sub_sq_real, inner_sub_left, inner_add_right,
      real_inner_smul_right, real_inner_self_eq_norm_sq]
    ring
  constructor
  · intro h w
    linarith [key w, quadratic_falloff hE h w]
  · intro h w
    have hp : 0 ≤ ε / 2 * ‖w - v‖ ^ 2 := by positivity
    linarith [key w, h w]
```

Without concavity, take $E(v)=|v|$ on $\mathbb R$. At $n=0$ both $v=\pm1/\varepsilon$ are optimal, and $F(n)=(1+|n|)^2/(2\varepsilon)$ has a kink there.

## A strictly positive penalty

The parameter $\varepsilon$ sets the cost of a large potential. Let $v$ be optimal at $m$ and $w$ at $n$. The quadratic estimate, used once at each density, reads

$$J_m(w)+\tfrac{\varepsilon}{2}\|v-w\|^2\le J_m(v),\qquad J_n(v)+\tfrac{\varepsilon}{2}\|v-w\|^2\le J_n(w).$$

In the sum, the energies and penalties cancel:

$$\varepsilon\|v-w\|^2\le-\langle v-w,m-n\rangle\le\|v-w\|\,\|m-n\|.$$

If $v\ne w$, division by $\varepsilon\|v-w\|$ gives $\|v-w\|\le\|m-n\|/\varepsilon$; if $v=w$ this is immediate. In Lean the first inequality is `hmono`, Cauchy–Schwarz is `hcs`, and the two cases are split by `rcases`.

```lean
/-- For a concave energy and `ε > 0`, potentials optimal at the densities `m` and `n` differ by
at most `‖m - n‖ / ε`. -/
theorem optimal_lipschitz (hE : ConcaveOn ℝ univ E) (hε : 0 < ε)
    (hv : IsOptimal E ε m v) (hw : IsOptimal E ε n w) :
    ‖v - w‖ ≤ 1 / ε * ‖m - n‖ := by
  -- adding the two quadratic estimates gives strong monotonicity
  have hmono : ε * ‖v - w‖ ^ 2 ≤ -⟪v - w, m - n⟫_ℝ := by
    have h1 := quadratic_falloff hE hv w
    have h2 := quadratic_falloff hE hw v
    rw [norm_sub_rev w v] at h1
    simp only [objective] at h1 h2
    simp only [inner_sub_left, inner_sub_right]
    linarith
  have hcs := (abs_le.mp (abs_real_inner_le_norm (v - w) (m - n))).1
  rw [one_div, inv_mul_eq_div, le_div_iff₀ hε]
  rcases eq_or_lt_of_le (norm_nonneg (v - w)) with h0 | h0
  · rw [← h0, zero_mul]
    exact norm_nonneg _
  · refine le_of_mul_le_mul_left ?_ h0
    linarith
```

With $\varepsilon=0$ uniqueness can fail. Switch off the hopping in the two-site model, so that $E(v)=-|v|$: at $n=1$ every $v\le0$ is optimal.

## Finitely many degrees of freedom

Finite dimension stands for a finite grid or basis, and it supplies a maximiser. There a concave $E$ is continuous, so $|E|\le M$ on the closed unit ball. For $r=\|v\|\ge1$, the vector $v/r$ lies on the segment from $0$ to $v$, and concavity gives

$$E(v)\le rE(v/r)-(r-1)E(0)\le 2Mr.$$

Set $R=1+2(3M+\|n\|)/\varepsilon$. If $r=\|w\|>R$, then $\frac{\varepsilon}{2}r>3M+\|n\|$, so

$$J_n(w)\le r\left(2M+\|n\|-\tfrac{\varepsilon}{2}r\right)\le-Mr\le-M\le E(0)=J_n(0).$$

The continuous $J_n$ has a maximiser on the compact ball of radius $R$. Its value there is at least $J_n(0)$, so no potential outside the ball does better. The proof follows these steps, with `hlin` as the linear growth bound.

```lean
/-- In finite dimension, a concave energy and `ε > 0` guarantee an optimal potential at every
density. -/
theorem exists_optimal [FiniteDimensional ℝ V] (hE : ConcaveOn ℝ univ E) (hε : 0 < ε) (n : V) :
    ∃ v, IsOptimal E ε n v := by
  have hcont : Continuous E := hE.locallyLipschitz.continuous
  obtain ⟨M, hM⟩ :=
    (isCompact_closedBall (0 : V) 1).exists_bound_of_continuousOn hcont.continuousOn
  have h0 := abs_le.mp (hM 0 (by simp))
  have hM0 : 0 ≤ M := by linarith [h0.1, h0.2]
  -- a concave energy grows at most linearly
  have hlin : ∀ v, 1 ≤ ‖v‖ → E v ≤ 2 * M * ‖v‖ := by
    intro v hv
    have hpos : 0 < ‖v‖ := by linarith
    have hu := (abs_le.mp (hM (‖v‖⁻¹ • v) (mem_closedBall_zero_iff.2 (le_of_eq (by
      rw [norm_smul, norm_inv, norm_norm, inv_mul_cancel₀ hpos.ne']))))).2
    have hc := hE.2 (mem_univ v) (mem_univ 0) (inv_nonneg.2 hpos.le)
      (sub_nonneg.2 (inv_le_one_of_one_le₀ hv)) (by ring)
    simp only [smul_zero, add_zero, smul_eq_mul] at hc
    have h1 := mul_le_mul_of_nonneg_left (hc.trans hu) hpos.le
    have h2 : ‖v‖ * (‖v‖⁻¹ * E v + (1 - ‖v‖⁻¹) * E 0) = E v + (‖v‖ - 1) * E 0 := by
      linear_combination (E v - E 0) * mul_inv_cancel₀ hpos.ne'
    have h3 := mul_le_mul_of_nonneg_left h0.1 (sub_nonneg.2 hv)
    linarith
  have hobj : Continuous (fun v => objective E ε n v) := by
    unfold objective
    fun_prop
  -- maximise on a large ball; outside it the penalty wins
  obtain ⟨R, hR⟩ : ∃ R, R = 1 + 2 * (3 * M + ‖n‖) / ε := ⟨_, rfl⟩
  have hq : 0 ≤ 2 * (3 * M + ‖n‖) / ε := by positivity
  have hz : (0 : V) ∈ Metric.closedBall (0 : V) R :=
    mem_closedBall_zero_iff.2 (by rw [norm_zero]; linarith)
  obtain ⟨v, -, hv⟩ :=
    (isCompact_closedBall (0 : V) R).exists_isMaxOn ⟨0, hz⟩ hobj.continuousOn
  refine ⟨v, fun w => ?_⟩
  by_cases hw : ‖w‖ ≤ R
  · exact hv (mem_closedBall_zero_iff.2 hw)
  · have hw' := not_le.mp hw
    have hw1 : 1 ≤ ‖w‖ := by linarith
    have h1 : objective E ε n 0 ≤ objective E ε n v := hv hz
    have h2 : objective E ε n 0 = E 0 := by simp [objective]
    have h3 : 2 * (3 * M + ‖n‖) / ε < ‖w‖ := by linarith
    rw [div_lt_iff₀ hε] at h3
    have h4 := mul_le_mul_of_nonneg_left h3.le (norm_nonneg w)
    have h5 := (abs_le.mp (abs_real_inner_le_norm w n)).1
    have h6 := mul_le_mul_of_nonneg_left hw1 hM0
    have h7 : objective E ε n w ≤ E 0 := by
      unfold objective
      nlinarith [hlin w hw1, h0.1]
    linarith
```

In infinite dimension, $E$ could be a discontinuous linear functional. It is concave, yet $J_n$ is then unbounded above.

## All hypotheses together: the gradient and the density-to-potential map

An optimal potential attains the supremum. This lemma also supplies the boundedness that Lean's real-valued `⨆` needs in order to mean a true supremum.

```lean
/-- At an optimal potential the objective equals the regularised universal functional. -/
theorem universalF_eq (h : IsOptimal E ε n v) : universalF E ε n = objective E ε n v := by
  unfold universalF
  exact le_antisymm (ciSup_le h) (le_ciSup ⟨_, by rintro _ ⟨w, rfl⟩; exact h w⟩ v)
```

For the gradient, let $v$ be optimal at $n$ and $w$ at $m$. Since $J_m(u)=J_n(u)-\langle u,m-n\rangle$ for every $u$, using each potential as a trial at the other density gives

$$F(m)\ge F(n)-\langle v,m-n\rangle,\qquad F(n)\ge F(m)+\langle w,m-n\rangle.$$

Hence

$$0\le F(m)-F(n)+\langle v,m-n\rangle\le\langle v-w,m-n\rangle\le\frac{\|m-n\|^2}{\varepsilon}.$$

The remainder is of second order, so $\nabla F(n)=-v$. Lean states this as `HasGradientAt`; for each tolerance `c` the proof takes the ball of radius $c\varepsilon$ about $n$, where $\|v-w\|\le c$.

```lean
/-- In finite dimension, for a concave energy and `ε > 0`, the regularised universal functional
is differentiable at `n`, and its gradient is minus the optimal potential. -/
theorem hasGradientAt_universalF [FiniteDimensional ℝ V] (hE : ConcaveOn ℝ univ E)
    (hε : 0 < ε) (h : IsOptimal E ε n v) : HasGradientAt (universalF E ε) (-v) n := by
  rw [hasGradientAt_iff_isLittleO, Asymptotics.isLittleO_iff]
  intro c hc
  filter_upwards [Metric.ball_mem_nhds n (mul_pos hc hε)] with m hm
  rw [Metric.mem_ball, dist_eq_norm] at hm
  obtain ⟨w, hw⟩ := exists_optimal hE hε m
  have shift : ∀ u, objective E ε m u = objective E ε n u - ⟪u, m - n⟫_ℝ := by
    intro u
    simp only [objective, inner_sub_right]
    ring
  -- each optimal potential serves as a trial potential for the other density
  have h1 := hw v
  have h2 := h w
  have h3 := real_inner_le_norm (v - w) (m - n)
  rw [inner_sub_left] at h3
  have h4 : ‖v - w‖ ≤ c := by
    rw [norm_sub_rev]
    refine (optimal_lipschitz hE hε hw h).trans ?_
    rw [one_div, inv_mul_eq_div, div_le_iff₀ hε]
    exact hm.le
  have h5 := mul_le_mul_of_nonneg_right h4 (norm_nonneg (m - n))
  have h6 : 0 ≤ c * ‖m - n‖ := by positivity
  rw [universalF_eq hw, universalF_eq h, inner_neg_left, Real.norm_eq_abs, abs_le]
  constructor <;> linarith [shift v, shift w]
```

The main theorem provides a function `v : V → V` with four properties: `w` is optimal at `n` if and only if `w = v n`; `v n` attains $F(n)$; the gradient of $F$ at $n$ is `-(v n)`; and $\|v(m)-v(n)\|\le\|m-n\|/\varepsilon$. Existence lets `choose` build the function, and the Lipschitz bound with equal densities gives uniqueness.

```lean
/-- For a concave energy in finite dimension and `ε > 0`, each density `n` has exactly one
optimal potential `v n`; it attains the regularised universal functional, minus it is the
gradient there, and it is Lipschitz in the density with constant `1/ε`. -/
theorem regularized_density_potential_map [FiniteDimensional ℝ V]
    (hE : ConcaveOn ℝ univ E) (hε : 0 < ε) :
    ∃ v : V → V,
      (∀ n w, IsOptimal E ε n w ↔ w = v n) ∧
      (∀ n, universalF E ε n = objective E ε n (v n)) ∧
      (∀ n, HasGradientAt (universalF E ε) (-(v n)) n) ∧
      (∀ m n, ‖v m - v n‖ ≤ 1 / ε * ‖m - n‖) := by
  choose v hv using exists_optimal hE hε
  refine ⟨v, fun n w => ⟨fun hw => ?_, fun hw => hw ▸ hv n⟩, fun n => universalF_eq (hv n),
    fun n => hasGradientAt_universalF hE hε (hv n),
    fun m n => optimal_lipschitz hE hε (hv m) (hv n)⟩
  -- two optimal potentials at the same density are at distance zero
  have h := optimal_lipschitz hE hε hw (hv n)
  rw [sub_self, norm_zero, mul_zero] at h
  exact sub_eq_zero.mp (norm_le_zero_iff.mp h)
```

## The linear energy attains the constant $1/\varepsilon$

For $E(v)=\langle v,a\rangle$, the energy of a rigid density $a$, the only supergradient is $a$. The condition $n+\varepsilon v=a$ gives $v=(a-n)/\varepsilon$, and the Lipschitz bound becomes an equality. Unless $V=\{0\}$, no smaller constant serves all concave energies. The proof checks optimality through the supergradient criterion and needs no finite dimension.

```lean
/-- For the linear energy `E(v) = ⟨v, a⟩` and `ε > 0`, the potential `(a - n)/ε` is optimal at
every `n`, and the Lipschitz bound with constant `1/ε` is an equality. -/
theorem lipschitz_constant_sharp (hε : 0 < ε) (a : V) :
    (∀ n, IsOptimal (fun v => ⟪v, a⟫_ℝ) ε n ((1 / ε) • (a - n))) ∧
    (∀ m n, ‖(1 / ε) • (a - m) - (1 / ε) • (a - n)‖ = 1 / ε * ‖m - n‖) := by
  constructor
  · intro n
    have hlin : ConcaveOn ℝ univ (fun v : V => ⟪v, a⟫_ℝ) :=
      ⟨convex_univ, fun x _ y _ s t _ _ _ => le_of_eq (by
        simp only [inner_add_left, real_inner_smul_left, smul_eq_mul])⟩
    have hn : n + ε • (1 / ε) • (a - n) = a := by
      rw [smul_smul, mul_one_div_cancel hε.ne', one_smul]
      abel
    refine (isOptimal_iff_supergradient hlin hε.le).2 fun w => ?_
    simp only [hn, inner_sub_left]
    linarith
  · intro m n
    rw [← smul_sub, sub_sub_sub_cancel_left, norm_smul,
      Real.norm_of_nonneg (by positivity), norm_sub_rev]

end RegularizedLiebFunctional
```

```lean
#print axioms RegularizedLiebFunctional.regularized_density_potential_map
#print axioms RegularizedLiebFunctional.lipschitz_constant_sharp
```

```
'RegularizedLiebFunctional.regularized_density_potential_map' depends on axioms: [propext, Classical.choice, Quot.sound]
'RegularizedLiebFunctional.lipschitz_constant_sharp' depends on axioms: [propext, Classical.choice, Quot.sound]
```

## Two sites, with numbers

Return to $E(v)=-\sqrt{1+v^2}$ and take $\varepsilon=0.4$ and $n=-4/3$, a value that no state of the electron attains. The optimality condition is

$$n+0.4\,v=E'(v)=-\frac{v}{\sqrt{1+v^2}}.$$

It is solved by $v=4/3$: the square root is $5/3$, the right side is $-0.8$, and the left side is $-4/3+8/15=-0.8$. So $-0.8$ is the occupation difference that this potential really produces. The functional is finite:

$$F(-4/3)=-\tfrac53-0.2\cdot\tfrac{16}{9}+\tfrac{16}{9}=-\tfrac{11}{45}\approx-0.244,$$

with slope $-4/3$. At $n=0$ the optimal potential is $0$, so the potentials differ by $4/3$, within the bound $(4/3)/0.4=10/3$.
